# Log-log interpolation between two pressures underestimates the Lindemann rate, with an error of second order in the spacing

## Is my table too coarse, or is something broken?

I'd like a bound on the interpolation error, to help me judge whether a discrepancy comes from a coarse table or from a bug. My reactor model reads a unimolecular rate constant k from a table with one entry per decade of pressure p, and interpolates ln k linearly in ln p. The entries were generated from the Lindemann formula at fixed temperature. Between two entries the model's rate came out ten percent below the formula. Can the interpolation alone do that? Do such errors cancel along a pressure ramp, and how fast do they shrink if I refine the table?

## Always too low between the nodes, with an error bound that falls by a factor of four when the spacing is halved

Yes, the interpolation alone can do that. For the Lindemann form the interpolated rate is too low everywhere strictly between two nodes, so the errors don't cancel. If the nodes differ by h in ln p, the error in ln k is at most h²/32. For one entry per decade, h = ln 10, and the true rate exceeds the interpolated one by a factor of at most about 1.18. Halving h divides the bound on ln k by four.

**The curve on logarithmic axes.** Let x > 0 be the reduced pressure, proportional to p for an ideal gas at fixed temperature and composition, and K > 0 the high-pressure limit of the rate constant. Then k = K x/(1 + x), so x = 1 marks the pressure at which k is half its high-pressure limit. With u = ln x, write

f(u) = ln k = ln K + u − ln(1 + eᵘ).

Its slope is the local order of the rate constant k in pressure,

f′(u) = 1 − eᵘ/(1 + eᵘ) = 1/(1 + eᵘ),

which falls from 1 at low pressure to 0 at high pressure. The curvature is

f″(u) = −eᵘ/(1 + eᵘ)² = −x/(1 + x)².

It is negative, and its magnitude is at most 1/4, because (1 + x)² − 4x = (1 − x)² ≥ 0.

**The error of the chord.** Let x₀ < x < x₁ with x₀ > 0, and put a = ln x₀, b = ln x₁, h = b − a and t = (u − a)/(b − a). Then u = (1 − t)a + tb, and the interpolated value is

L = (1 − t) f(a) + t f(b).

Since f is strictly concave, L < f(u). Since f(u) + u²/8 has second derivative f″(u) + 1/4 ≥ 0, it is convex, so

f(u) + u²/8 ≤ L + [(1 − t)a² + tb²]/8.

The quadratic terms combine through t(b − a) = u − a:

(1 − t)a² + tb² − u² = (u − a)(a + b) − (u − a)(u + a) = (u − a)(b − u).

Hence

0 < f(u) − L ≤ (u − a)(b − u)/8.

Finally h² − 4(u − a)(b − u) = (2u − a − b)² ≥ 0, so the right-hand side is at most h²/32. Exponentiating gives

exp(L) < k ≤ exp(h²/32) · exp(L).

**How much of the bound is used.** Place the nodes at e^(−h/2) and e^(h/2), and look at x = 1. There t = 1/2 and f(0) = ln K − ln 2. The identity 1 + e^(2y) = 2 eʸ cosh y, used at y = h/4 and y = −h/4, gives

L = ln K − ½[ln(1 + e^(h/2)) + ln(1 + e^(−h/2))] = ln K − ln 2 − ln cosh(h/4).

The error is therefore exactly ln cosh(h/4). For h = ln 10 this puts the interpolated rate about 15 percent below the true one, so an error of ten percent can come from the interpolation alone if the nodes lie around x = 1. Far from x = 1 the curvature x/(1 + x)² is small, and with one entry per decade an error of ten percent there would point to another cause. Since sinh y ≥ y for y ≥ 0,

cosh(h/4) = 1 + 2 sinh²(h/8) ≥ 1 + h²/32,

and ln z ≥ 1 − 1/z turns this into

ln cosh(h/4) ≥ h²/(32 + h²).

If a bound c h² held for every spacing, then c ≥ 1/(32 + h²) for every h > 0, and so c ≥ 1/32. The constant 1/32 is therefore the best possible one. The Lean code proves the lower bound on the error, but not this last step.

For very wide spacing the quadratic bound becomes generous. The same midpoint error can be written as

ln cosh(h/4) = h/4 − ln 2 + ln(1 + e^(−h/2)),

which grows only linearly, because the curve approaches its two straight asymptotes.

**What the Lean statements say.** `lindemann K x` is the rate and `lnRate K u` is f(u). `logInterp K x₀ x₁ x` is L as a function of pressure, and it uses the rate only at the two nodes. All quantities are real numbers: x is dimensionless, and K is the numerical value of the rate constant in a fixed unit. Changing that unit shifts ln k and L equally. Because x is proportional to p, the spacing in ln x is also the spacing in ln p.

The main theorem, `logInterp_error`, assumes `0 < K`, `0 < x₀`, `x₀ < x` and `x < x₁`. The first says that the reaction has a non-zero high-pressure rate; the others place the pressure strictly between two positive nodes. It concludes that ln k − L is positive and at most (ln x₁ − ln x₀)²/32. `rate_underestimated` says the same for the rate itself, and `midpoint_error` contains the symmetric case, with both the exact error and its lower bound.

For simulation practice, this gives a node spacing for a chosen tolerance when the tabulated rate has the pure Lindemann form at one temperature. It doesn't treat broadened fall-off curves, rates from a full master equation, interpolation in temperature, extrapolation beyond the nodes or rounded table entries.

The theorem could also be stated for a general curve f, assuming that f is strictly concave and that f(u) + m u²/2 is convex for some constant m. The same argument would give the bound m h²/8. That version would cover any other fall-off form that meets both assumptions, but they would have to be established for each form, whereas here they are derived from the formula with m = 1/4.

```lean
import Mathlib

namespace LindemannInterpolation

noncomputable section

/-- The Lindemann rate `K x / (1 + x)` at reduced pressure `x ≥ 0`, with high-pressure
limit `K`. -/
def lindemann (K x : ℝ) : ℝ := K * x / (1 + x)

/-- The logarithm of the Lindemann rate as a function of the logarithm `u` of the reduced
pressure. -/
def lnRate (K u : ℝ) : ℝ := Real.log (lindemann K (Real.exp u))

/-- The value at pressure `x` of the linear interpolation of `ln k` against `ln x` between
tabulated pressures `x₀` and `x₁`; the pressures are positive and `x₀ ≠ x₁`. -/
def logInterp (K x₀ x₁ x : ℝ) : ℝ :=
  Real.log (lindemann K x₀) + (Real.log x - Real.log x₀) / (Real.log x₁ - Real.log x₀) *
    (Real.log (lindemann K x₁) - Real.log (lindemann K x₀))

/-- For `K > 0` the logarithmic fall-off curve is `ln K + u - ln (1 + e^u)`. -/
theorem lnRate_eq {K : ℝ} (hK : 0 < K) (u : ℝ) :
    lnRate K u = Real.log K + u - Real.log (1 + Real.exp u) := by
  have he := Real.exp_pos u
  rw [lnRate, lindemann, Real.log_div (by positivity) (by positivity),
    Real.log_mul hK.ne' he.ne', Real.log_exp]

/-- For `K > 0` the local order of `k` in pressure, the slope of `ln k` against `ln x`, is
`1 / (1 + x)` at `x = e^u`. -/
theorem hasDerivAt_lnRate {K : ℝ} (hK : 0 < K) (u : ℝ) :
    HasDerivAt (lnRate K) (1 / (1 + Real.exp u)) u := by
  have hne : 1 + Real.exp u ≠ 0 := by positivity
  have hfun : lnRate K = fun v => Real.log K + v - Real.log (1 + Real.exp v) :=
    funext (lnRate_eq hK)
  rw [hfun]
  have h1 : HasDerivAt (fun v : ℝ => Real.log K + v) 1 u :=
    (hasDerivAt_id' u).const_add (Real.log K)
  have h2 : HasDerivAt (fun v : ℝ => 1 + Real.exp v) (Real.exp u) u :=
    (Real.hasDerivAt_exp u).const_add 1
  refine (h1.fun_sub (h2.log hne)).congr_deriv ?_
  rw [eq_div_iff hne, sub_mul, div_mul_cancel₀ _ hne]
  ring

/-- For `K > 0` the fall-off curve is strictly concave on logarithmic axes. -/
theorem strictConcaveOn_lnRate {K : ℝ} (hK : 0 < K) :
    StrictConcaveOn ℝ Set.univ (lnRate K) := by
  have hdiff : Differentiable ℝ (lnRate K) :=
    fun u => (hasDerivAt_lnRate hK u).differentiableAt
  refine StrictAnti.strictConcaveOn_univ_of_deriv hdiff.continuous ?_
  -- the order of k in pressure falls strictly with pressure
  intro u v huv
  rw [(hasDerivAt_lnRate hK u).deriv, (hasDerivAt_lnRate hK v).deriv]
  have he := Real.exp_lt_exp.2 huv
  exact one_div_lt_one_div_of_lt (by positivity) (by linarith)

/-- For `K > 0`, adding `u² / 8` to the fall-off curve on logarithmic axes gives a convex function
of `u`. -/
theorem convexOn_lnRate_add_sq {K : ℝ} (hK : 0 < K) :
    ConvexOn ℝ Set.univ (fun u => lnRate K u + u ^ 2 / 8) := by
  have hd : ∀ u, HasDerivAt (fun v => lnRate K v + v ^ 2 / 8)
      (1 / (1 + Real.exp u) + u / 4) u := by
    intro u
    simp only [pow_two]
    have hq := ((hasDerivAt_id' u).fun_mul (hasDerivAt_id' u)).div_const 8
    exact ((hasDerivAt_lnRate hK u).fun_add hq).congr_deriv (by ring)
  have hd2 : ∀ u : ℝ, HasDerivAt (fun v : ℝ => 1 / (1 + Real.exp v) + v / 4)
      (1 / 4 - Real.exp u / (1 + Real.exp u) ^ 2) u := by
    intro u
    have hne : 1 + Real.exp u ≠ 0 := by positivity
    have h2 : HasDerivAt (fun v : ℝ => 1 + Real.exp v) (Real.exp u) u :=
      (Real.hasDerivAt_exp u).const_add 1
    exact (((hasDerivAt_const u (1 : ℝ)).fun_div h2 hne).fun_add
      ((hasDerivAt_id' u).div_const 4)).congr_deriv (by ring)
  refine Monotone.convexOn_univ_of_deriv (fun u => (hd u).differentiableAt) ?_
  rw [show deriv (fun v => lnRate K v + v ^ 2 / 8) =
    fun u => 1 / (1 + Real.exp u) + u / 4 from funext fun u => (hd u).deriv]
  refine monotone_of_deriv_nonneg (fun u => (hd2 u).differentiableAt) fun u => ?_
  -- the slope of ln k falls at a rate of at most 1/4, because 4 x ≤ (1 + x)²
  rw [(hd2 u).deriv, sub_nonneg, div_le_div_iff₀ (by positivity) (by norm_num)]
  nlinarith [sq_nonneg (Real.exp u - 1)]

/-- For `K > 0` and `a < u < b`, the chord of the logarithmic fall-off curve lies strictly
below the curve at `u`, by at most `(u - a) (b - u) / 8`. -/
theorem chord_error {K a u b : ℝ} (hK : 0 < K) (hau : a < u) (hub : u < b) :
    0 < lnRate K u - (lnRate K a + (u - a) / (b - a) * (lnRate K b - lnRate K a)) ∧
    lnRate K u - (lnRate K a + (u - a) / (b - a) * (lnRate K b - lnRate K a))
      ≤ (u - a) * (b - u) / 8 := by
  have hd : 0 < b - a := by linarith
  obtain ⟨t, ht⟩ : ∃ t, t = (u - a) / (b - a) := ⟨_, rfl⟩
  have htu : t * (b - a) = u - a := by rw [ht, div_mul_cancel₀ _ hd.ne']
  have t0 : 0 < t := by rw [ht]; exact div_pos (by linarith) hd
  have t1 : t < 1 := by rw [ht, div_lt_one hd]; linarith
  rw [← ht]
  have hu : (1 - t) * a + t * b = u := by linear_combination htu
  have h1 := (strictConcaveOn_lnRate hK).2 (Set.mem_univ a) (Set.mem_univ b)
    (hau.trans hub).ne (sub_pos.2 t1) t0 (by ring)
  have h2 := (convexOn_lnRate_add_sq hK).2 (Set.mem_univ a) (Set.mem_univ b)
    (sub_pos.2 t1).le t0.le (by ring)
  simp only [smul_eq_mul, hu] at h1 h2
  -- the interpolation error of the parabola
  have h3 : (1 - t) * a ^ 2 + t * b ^ 2 - u ^ 2 = (u - a) * (b - u) := by
    linear_combination (a + b) * htu
  constructor
  · linarith
  · linarith

/-- For `K > 0` and strictly between two positive tabulated pressures, logarithmic
interpolation gives too low a value of `ln k`, by at most `h² / 32`, where `h` is the
spacing of the nodes in `ln x`. -/
theorem logInterp_error {K x₀ x x₁ : ℝ} (hK : 0 < K) (h₀ : 0 < x₀) (hx : x₀ < x)
    (hx₁ : x < x₁) :
    0 < Real.log (lindemann K x) - logInterp K x₀ x₁ x ∧
    Real.log (lindemann K x) - logInterp K x₀ x₁ x
      ≤ (Real.log x₁ - Real.log x₀) ^ 2 / 32 := by
  have hxp : 0 < x := h₀.trans hx
  have key : ∀ y : ℝ, 0 < y → Real.log (lindemann K y) = lnRate K (Real.log y) := by
    intro y hy
    rw [lnRate, Real.exp_log hy]
  obtain ⟨hlow, hup⟩ := chord_error hK (Real.log_lt_log h₀ hx) (Real.log_lt_log hxp hx₁)
  rw [logInterp, key x hxp, key x₀ h₀, key x₁ (hxp.trans hx₁)]
  refine ⟨hlow, hup.trans ?_⟩
  -- the product of the distances to the nodes is largest at the midpoint
  nlinarith [sq_nonneg (2 * Real.log x - Real.log x₀ - Real.log x₁)]

/-- For `K > 0` and strictly between two positive tabulated pressures, the true rate exceeds
the interpolated rate, by a factor of at most `exp (h² / 32)`, where `h` is the spacing of
the nodes in `ln x`. -/
theorem rate_underestimated {K x₀ x x₁ : ℝ} (hK : 0 < K) (h₀ : 0 < x₀) (hx : x₀ < x)
    (hx₁ : x < x₁) :
    Real.exp (logInterp K x₀ x₁ x) < lindemann K x ∧
    lindemann K x ≤ Real.exp ((Real.log x₁ - Real.log x₀) ^ 2 / 32) *
      Real.exp (logInterp K x₀ x₁ x) := by
  have hxp : 0 < x := h₀.trans hx
  have hk : 0 < lindemann K x := by unfold lindemann; positivity
  obtain ⟨hlow, hup⟩ := logInterp_error hK h₀ hx hx₁
  rw [← Real.exp_add]
  exact ⟨(Real.lt_log_iff_exp_lt hk).1 (by linarith),
    (Real.log_le_iff_le_exp hk).1 (by linarith)⟩

/-- For `K > 0` and nodes `e^(-h/2)`, `e^(h/2)` with `h > 0`, the error of `ln k` at `x = 1`
is exactly `ln cosh (h/4)`, and it is at least `h² / (32 + h²)`. -/
theorem midpoint_error {K h : ℝ} (hK : 0 < K) (hh : 0 < h) :
    Real.log (lindemann K 1) - logInterp K (Real.exp (-(h / 2))) (Real.exp (h / 2)) 1
      = Real.log (Real.cosh (h / 4)) ∧
    h ^ 2 / (32 + h ^ 2) ≤ Real.log (Real.cosh (h / 4)) := by
  constructor
  · -- 1 + e^(2y) = 2 e^y cosh y
    have soft : ∀ y : ℝ, Real.log (1 + Real.exp (2 * y)) =
        Real.log 2 + y + Real.log (Real.cosh y) := by
      intro y
      have h1 : Real.exp (2 * y) = Real.exp y * Real.exp y := by rw [two_mul, Real.exp_add]
      have h2 : Real.exp y * Real.exp (-y) = 1 := by
        rw [← Real.exp_add, add_neg_cancel, Real.exp_zero]
      have h3 : 1 + Real.exp (2 * y) = 2 * Real.exp y * Real.cosh y := by
        rw [Real.cosh_eq]
        linear_combination h1 - h2
      rw [h3, Real.log_mul (by positivity) (Real.cosh_pos y).ne',
        Real.log_mul two_ne_zero (Real.exp_pos y).ne', Real.log_exp]
    have s1 := soft (h / 4)
    have s2 := soft (-(h / 4))
    rw [show 2 * (h / 4) = h / 2 by ring] at s1
    rw [show 2 * -(h / 4) = -(h / 2) by ring, Real.cosh_neg] at s2
    have e1 : Real.log (lindemann K 1) = Real.log K - Real.log 2 := by
      rw [lindemann, mul_one, one_add_one_eq_two, Real.log_div hK.ne' two_ne_zero]
    have e2 : Real.log (lindemann K (Real.exp (h / 2))) =
        Real.log K + h / 2 - Real.log (1 + Real.exp (h / 2)) := lnRate_eq hK _
    have e3 : Real.log (lindemann K (Real.exp (-(h / 2)))) =
        Real.log K + -(h / 2) - Real.log (1 + Real.exp (-(h / 2))) := lnRate_eq hK _
    have hne : h / 2 - -(h / 2) ≠ 0 := by
      have : 0 < h / 2 - -(h / 2) := by linarith
      exact this.ne'
    have hfrac : (0 - -(h / 2)) / (h / 2 - -(h / 2)) = 1 / 2 := by
      rw [div_eq_iff hne]
      ring
    rw [logInterp, e1, e2, e3, Real.log_one, Real.log_exp, Real.log_exp, hfrac, s1, s2]
    ring
  · -- cosh y ≥ 1 + y²/2, then ln z ≥ 1 - 1/z
    have hs : h / 8 ≤ Real.sinh (h / 8) := Real.self_le_sinh_iff.2 (by positivity)
    have hc : 1 + h ^ 2 / 32 ≤ Real.cosh (h / 4) := by
      rw [show h / 4 = 2 * (h / 8) by ring, Real.cosh_two_mul, Real.cosh_sq]
      nlinarith
    have hpos : 0 < 1 + h ^ 2 / 32 := by positivity
    have hl := Real.log_le_log hpos hc
    have hi := Real.one_sub_inv_le_log_of_pos hpos
    have e : (1 + h ^ 2 / 32)⁻¹ = 32 / (32 + h ^ 2) := by
      rw [inv_eq_iff_eq_inv, inv_div]
      ring
    have hp : 32 + h ^ 2 ≠ 0 := by positivity
    have hsum : h ^ 2 / (32 + h ^ 2) + 32 / (32 + h ^ 2) = 1 := by
      rw [← add_div, div_eq_iff hp]
      ring
    rw [e] at hi
    linarith

end

end LindemannInterpolation
```

```lean
#print axioms LindemannInterpolation.logInterp_error
#print axioms LindemannInterpolation.rate_underestimated
#print axioms LindemannInterpolation.midpoint_error
```

```
'LindemannInterpolation.logInterp_error' depends on axioms: [propext, Classical.choice, Quot.sound]
'LindemannInterpolation.rate_underestimated' depends on axioms: [propext, Classical.choice, Quot.sound]
'LindemannInterpolation.midpoint_error' depends on axioms: [propext, Classical.choice, Quot.sound]
```

**From the curve to the chord.** `lnRate_eq` expands the logarithm, and `hasDerivAt_lnRate` differentiates the result to obtain the order of k in pressure. `strictConcaveOn_lnRate` then uses the criterion that a continuous function with strictly decreasing derivative is strictly concave; the decrease follows from the monotonicity of the exponential.

`convexOn_lnRate_add_sq` handles the curve with u²/8 added. Its first derivative is `hd` and its second is `hd2`. The second derivative is non-negative by the inequality 4x ≤ (1 + x)², which `nlinarith` gets from the square of `Real.exp u - 1`. So the first derivative is monotone and the function convex.

`chord_error` is the argument with t. In it, `h1` is strict concavity at the point u, `h2` is convexity of the corrected curve, and `h3` is the identity for the quadratic terms, proved by `linear_combination` from t(b − a) = u − a. Both halves of the conclusion then follow by linear arithmetic.

**From the chord to the table.** In `logInterp_error`, the auxiliary statement `key` rewrites the logarithm of the rate at a positive pressure as `lnRate` at the logarithm of that pressure. This turns the table formula into the chord of `chord_error`. The last `nlinarith` uses the square (2u − a − b)² to replace the product of distances by h²/4. `rate_underestimated` exponentiates the two inequalities, using the positivity of the rate.

In `midpoint_error`, `soft` is the logarithm of the identity for 1 + e^(2y), and `s1` and `s2` are its two uses. `e1`, `e2` and `e3` give ln k at the centre and at the nodes, and `hfrac` gives the weight 1/2. For the lower bound, `hs` is the inequality for sinh, `hc` the resulting one for cosh, and `hi` is ln z ≥ 1 − 1/z at z = 1 + h²/32.
